# The reaction energy of two constant-capacitance electrode states is at most quadratic in the applied potential

Let an electrode have two states, i = 1, 2, whose energies at charge q are

Eᵢ(q) = eᵢ + q uᵢ + q²/(2Cᵢ), with Cᵢ > 0.

When the electrode is held at potential U and may take up any real charge, the relevant energy of state i is the minimum of Eᵢ(q) − qU over q. This minimum, the grand energy Ωᵢ(U), equals

Ωᵢ(U) = eᵢ − Cᵢ(U − uᵢ)²/2.

The reaction grand energy ΔΩ(U) = Ω₂(U) − Ω₁(U) is then

ΔΩ(U) = [e₂ − e₁ − C₂(u₂ − u₁)²/2] + C₂(u₂ − u₁)(U − u₁) + ((C₁ − C₂)/2)(U − u₁)².

## An electrode that exchanges charge with a potentiostat

The two states may be a surface before and after an adsorption step. Each is described by three constants. The energy e is that of the state with an uncharged electrode. Before an adsorption step it includes the energy of the molecule that is still free, so that both states contain the same atoms. The potential u is the potential of zero charge, which shifts when an adsorbate changes the surface dipole. The capacitance C measures how readily the interface takes up charge, with the countercharge in the electrolyte included in the description. The charge q is positive when electrons have been removed. With energies in electronvolts and charges in elementary charges, potentials are in volts. The potentials U, u₁ and u₂ must all be measured from the same reference.

The potentiostat is a charge reservoir at potential U. Supplying the charge q costs the reservoir the energy qU, so the quantity to minimise is E(q) − qU. The condition C > 0 says that adding charge of either sign to the interface has a positive quadratic cost, which is what makes the charged electrode stable at fixed potential.

In electronic-structure work on charged slabs, the formula turns energies fitted by a parabola in the charge into a reaction energy at fixed potential, as far as a constant capacitance describes each state.

## The minimum by completing the square

Fix one state, drop its index, and write x = U − u. Then

E(q) − qU = e − qx + q²/(2C).

Expanding a square centred at q = Cx gives

(q − Cx)²/(2C) = q²/(2C) − qx + Cx²/2.

Solving this for the first two terms on the right and inserting them above yields

E(q) − qU = e − C(U − u)²/2 + (q − C(U − u))²/(2C).

The last term is never negative, because C > 0, and it vanishes only at the equilibrium charge

Q(U) = C(U − u).

The minimum is therefore attained at this charge and at no other, and its value is e − C(U − u)²/2.

## The difference of two parabolas

Put y = U − u₁ and d = u₂ − u₁, so that U − u₂ = y − d. Subtracting the two grand energies gives

ΔΩ = e₂ − e₁ − C₂(y − d)²/2 + C₁y²/2

= e₂ − e₁ − C₂d²/2 + C₂ d y + ((C₁ − C₂)/2) y².

This is the formula stated at the start. The linear coefficient contains only C₂ because the expansion is made about u₁, where state 1 is neutral and its grand energy has zero slope.

The slopes have a direct meaning. Differentiating Ω gives

dΩ/dU = −C(U − u) = −Q(U),

and hence, with Qᵢ(U) = Cᵢ(U − uᵢ),

dΔΩ/dU = −(Q₂(U) − Q₁(U)).

The reaction energy responds to the potential through the charge that flows during the reaction.

## When the potential dependence is a straight line

If C₁ = C₂, the quadratic term vanishes and ΔΩ is affine in U, with slope C₂(u₂ − u₁). Conversely, suppose that ΔΩ(U) = a + bU for all U, with real constants a and b. The second difference of an affine function is zero, while the quadratic formula gives

ΔΩ(u₁ + 1) + ΔΩ(u₁ − 1) − 2ΔΩ(u₁) = C₁ − C₂.

So C₁ = C₂. In this model, a curved dependence on the potential is the signature of a capacitance that changes in the reaction.

## Back from fixed potential to fixed charge

The grand energy is a minimum, so Ω(U) ≤ E(q) − qU for every U and q. Rearranged, this reads

Ω(U) + qU ≤ E(q).

Equality holds at U = u + q/C, the potential of the capacitor carrying charge q:

Ω(U) + qU = e − q²/(2C) + qu + q²/C = e + qu + q²/(2C) = E(q).

The fixed-charge energy is thus the maximum of Ω(U) + qU over all potentials, and the passage to fixed potential loses no information.

## A negative capacitance leaves no minimum

Take e = u = 0, C = −1 and U = 1. Then

E(q) − qU = −q²/2 − q.

At q = 10 this is −60, and it falls without bound as q grows. The expression e − C(U − u)²/2 has the value 1/2, but that is the maximum, reached at q = −1. Without C > 0, the closed formula no longer describes a minimum.

## The same statements in Lean

An `ElectrodeState` bundles the real numbers `e`, `u` and `C` with a proof `C_pos` that `C` is positive. Every theorem about a state therefore carries this condition without listing it again. The function `energy` is E(q), and `openEnergy` is E(q) − qU.

The definition of `grandEnergy` is the infimum `⨅ q : ℝ, s.openEnergy U q`. The closed formula is not built into it and has to be proved. `isLeast_openEnergy` says that e − C(U − u)²/2 belongs to the set of values of E(q) − qU and is a lower bound of that set, which is what a minimum means. `grandEnergy_eq` then identifies the infimum with this value, and `openEnergy_eq_grandEnergy_iff` says that only `equilibriumCharge`, our Q(U), attains it.

The function `reactionGrandEnergy` takes the initial state `s₁` first and the final state `s₂` second, and subtracts initial from final. `reactionGrandEnergy_eq` is the quadratic formula, for any two states and every real U. The theorems after it state the two derivatives, the criterion for a straight line, and the recovery of E(q) as a maximum.

The parabola itself is assumed, not derived from an electronic Hamiltonian or a model of the double layer. The capacitance does not depend on potential, the charge varies continuously, and the potential ranges over all real numbers, with no limit set by the stability of the electrode or the solvent. A reaction step that also takes ions from solution needs their chemical potentials in the balance, together with a term linear in U for the electrons exchanged to neutralise them.

```lean
import Mathlib

namespace ConstantPotential

noncomputable section

/-- An electrode state in the capacitor model: energy `e` at zero charge, potential `u` of zero
charge, and positive capacitance `C`. -/
structure ElectrodeState where
  e : ℝ
  u : ℝ
  C : ℝ
  C_pos : 0 < C

/-- The energy of the state at fixed charge `q`, namely `e + q u + q² / (2 C)`. -/
def ElectrodeState.energy (s : ElectrodeState) (q : ℝ) : ℝ :=
  s.e + q * s.u + q ^ 2 / (2 * s.C)

/-- The energy at charge `q` less the work `q U` of exchanging that charge with a reservoir at
potential `U`. -/
def ElectrodeState.openEnergy (s : ElectrodeState) (U q : ℝ) : ℝ :=
  s.energy q - q * U

/-- The grand energy at potential `U`: the infimum of `E(q) - q U` over all real charges. -/
def ElectrodeState.grandEnergy (s : ElectrodeState) (U : ℝ) : ℝ :=
  ⨅ q : ℝ, s.openEnergy U q

/-- The charge `C (U - u)` of a capacitor held at potential `U`. -/
def ElectrodeState.equilibriumCharge (s : ElectrodeState) (U : ℝ) : ℝ :=
  s.C * (U - s.u)

/-- The reaction grand energy at potential `U`: final state `s₂` minus initial state `s₁`. -/
def reactionGrandEnergy (s₁ s₂ : ElectrodeState) (U : ℝ) : ℝ :=
  s₂.grandEnergy U - s₁.grandEnergy U

/-- At fixed potential, a deviation of the charge from `C (U - u)` costs the charging energy of
that deviation. -/
theorem openEnergy_eq_add_sq (s : ElectrodeState) (U q : ℝ) :
    s.openEnergy U q = s.e - s.C * (U - s.u) ^ 2 / 2
      + (q - s.equilibriumCharge U) ^ 2 / (2 * s.C) := by
  have hC : s.C ≠ 0 := s.C_pos.ne'
  unfold ElectrodeState.openEnergy ElectrodeState.energy ElectrodeState.equilibriumCharge
  field_simp
  ring

/-- Over all real charges, `E(q) - q U` attains the minimum value `e - C (U - u)² / 2`. -/
theorem isLeast_openEnergy (s : ElectrodeState) (U : ℝ) :
    IsLeast (Set.range (s.openEnergy U)) (s.e - s.C * (U - s.u) ^ 2 / 2) := by
  constructor
  · -- the minimum is reached at the equilibrium charge
    refine ⟨s.equilibriumCharge U, ?_⟩
    rw [openEnergy_eq_add_sq]
    simp
  · -- the remaining square is nonnegative because the capacitance is positive
    rintro _ ⟨q, rfl⟩
    rw [openEnergy_eq_add_sq]
    have h : 0 ≤ (q - s.equilibriumCharge U) ^ 2 / (2 * s.C) :=
      div_nonneg (sq_nonneg _) (by linarith [s.C_pos])
    linarith

/-- The grand energy of a state at potential `U` is `e - C (U - u)² / 2`. -/
theorem grandEnergy_eq (s : ElectrodeState) (U : ℝ) :
    s.grandEnergy U = s.e - s.C * (U - s.u) ^ 2 / 2 :=
  (isLeast_openEnergy s U).csInf_eq

/-- The charge `C (U - u)` is the only one at which the grand energy is attained. -/
theorem openEnergy_eq_grandEnergy_iff (s : ElectrodeState) (U q : ℝ) :
    s.openEnergy U q = s.grandEnergy U ↔ q = s.equilibriumCharge U := by
  rw [grandEnergy_eq, openEnergy_eq_add_sq]
  constructor
  · intro h
    have h0 : (q - s.equilibriumCharge U) ^ 2 / (2 * s.C) = 0 := by linarith
    have hC : 2 * s.C ≠ 0 := mul_ne_zero two_ne_zero s.C_pos.ne'
    rcases div_eq_zero_iff.mp h0 with h1 | h1
    · exact sub_eq_zero.mp ((pow_eq_zero_iff two_ne_zero).mp h1)
    · exact absurd h1 hC
  · intro h
    rw [h]
    simp

/-- The reaction grand energy is a polynomial of degree at most two in `U - u₁`, with linear
coefficient `C₂ (u₂ - u₁)` and quadratic coefficient `(C₁ - C₂) / 2`. -/
theorem reactionGrandEnergy_eq (s₁ s₂ : ElectrodeState) (U : ℝ) :
    reactionGrandEnergy s₁ s₂ U =
      (s₂.e - s₁.e - s₂.C * (s₂.u - s₁.u) ^ 2 / 2)
        + s₂.C * (s₂.u - s₁.u) * (U - s₁.u)
        + (s₁.C - s₂.C) / 2 * (U - s₁.u) ^ 2 := by
  rw [reactionGrandEnergy, grandEnergy_eq, grandEnergy_eq]
  ring

/-- The derivative of the grand energy with respect to the potential is minus the equilibrium
charge. -/
theorem hasDerivAt_grandEnergy (s : ElectrodeState) (U : ℝ) :
    HasDerivAt s.grandEnergy (-s.equilibriumCharge U) U := by
  have hf : s.grandEnergy = fun V => s.e - s.C * ((V - s.u) * (V - s.u)) / 2 := by
    funext V
    rw [grandEnergy_eq]
    ring
  rw [hf]
  have h := (hasDerivAt_id' U).sub_const s.u
  refine ((((h.fun_mul h).const_mul s.C).div_const 2).const_sub s.e).congr_deriv ?_
  unfold ElectrodeState.equilibriumCharge
  ring

/-- The derivative of the reaction grand energy with respect to the potential is minus the
difference of the equilibrium charges of the final and initial states. -/
theorem hasDerivAt_reactionGrandEnergy (s₁ s₂ : ElectrodeState) (U : ℝ) :
    HasDerivAt (reactionGrandEnergy s₁ s₂)
      (-(s₂.equilibriumCharge U - s₁.equilibriumCharge U)) U := by
  have h := (hasDerivAt_grandEnergy s₂ U).fun_sub (hasDerivAt_grandEnergy s₁ U)
  exact h.congr_deriv (by ring)

/-- The reaction grand energy is an affine function of the potential exactly when the two states
have the same capacitance. -/
theorem reactionGrandEnergy_affine_iff (s₁ s₂ : ElectrodeState) :
    (∃ a b : ℝ, ∀ U, reactionGrandEnergy s₁ s₂ U = a + b * U) ↔ s₁.C = s₂.C := by
  constructor
  · rintro ⟨a, b, h⟩
    -- the second difference around `u₁` isolates the quadratic coefficient
    have h0 := h s₁.u
    have h1 := h (s₁.u + 1)
    have h2 := h (s₁.u - 1)
    rw [reactionGrandEnergy_eq] at h0 h1 h2
    linear_combination h1 + h2 - 2 * h0
  · intro h
    refine ⟨s₂.e - s₁.e - s₂.C * (s₂.u - s₁.u) ^ 2 / 2 - s₂.C * (s₂.u - s₁.u) * s₁.u,
      s₂.C * (s₂.u - s₁.u), fun U => ?_⟩
    rw [reactionGrandEnergy_eq, h]
    ring

/-- The energy at fixed charge `q` is the maximum over all potentials `U` of the grand energy
plus `q U`. -/
theorem isGreatest_grandEnergy_add (s : ElectrodeState) (q : ℝ) :
    IsGreatest (Set.range fun U : ℝ => s.grandEnergy U + q * U) (s.energy q) := by
  constructor
  · -- the maximum is reached at the potential of the capacitor with charge `q`
    refine ⟨s.u + q / s.C, ?_⟩
    have hC : s.C ≠ 0 := s.C_pos.ne'
    have hu : s.u + q / s.C - s.u = q / s.C := by ring
    dsimp only
    rw [grandEnergy_eq, hu, ElectrodeState.energy]
    field_simp
    ring
  · rintro _ ⟨U, rfl⟩
    have h := (isLeast_openEnergy s U).2 ⟨q, rfl⟩
    rw [← grandEnergy_eq, ElectrodeState.openEnergy] at h
    dsimp only
    linarith

end

end ConstantPotential
```

```lean
#print axioms ConstantPotential.openEnergy_eq_grandEnergy_iff
#print axioms ConstantPotential.hasDerivAt_reactionGrandEnergy
#print axioms ConstantPotential.reactionGrandEnergy_affine_iff
#print axioms ConstantPotential.isGreatest_grandEnergy_add
```

```
'ConstantPotential.openEnergy_eq_grandEnergy_iff' depends on axioms: [propext, Classical.choice, Quot.sound]
'ConstantPotential.hasDerivAt_reactionGrandEnergy' depends on axioms: [propext, Classical.choice, Quot.sound]
'ConstantPotential.reactionGrandEnergy_affine_iff' depends on axioms: [propext, Classical.choice, Quot.sound]
'ConstantPotential.isGreatest_grandEnergy_add' depends on axioms: [propext, Classical.choice, Quot.sound]
```

## From the completed square to the grand energy

`openEnergy_eq_add_sq` is the completed square. After the definitions are unfolded, `field_simp` clears the denominators, using that C is not zero, and `ring` checks the remaining polynomial identity.

The proof of `isLeast_openEnergy` has two halves. For attainment it supplies the equilibrium charge, at which the square vanishes. For the lower bound it takes an arbitrary charge, rewrites the energy with the completed square, and shows that the extra term is nonnegative. This is where the sign of C enters: `div_nonneg` needs a nonnegative denominator 2C. The infimum of a set with a least element is that element, so `grandEnergy_eq` follows in one line through `csInf_eq`.

For uniqueness, equality of `openEnergy` and `grandEnergy` forces the extra term to be zero. A quotient is zero only if its numerator or its denominator is. The denominator 2C is excluded, so the squared deviation vanishes and q is the equilibrium charge. The reverse direction is substitution.

## Subtraction, slopes and the straight-line test

With both infima replaced by their closed forms, `reactionGrandEnergy_eq` is a polynomial identity, and `ring` carries out the expansion done above with y and d.

For the derivative, `hasDerivAt_grandEnergy` first writes the grand energy as an explicit function of the potential, with the square as a product of two equal factors. The product rule and the rules for constant factors and constant differences give a derivative, and `congr_deriv` with `ring` brings it to the form −C(U − u). `hasDerivAt_reactionGrandEnergy` subtracts two such results.

In `reactionGrandEnergy_affine_iff`, the assumed affine form is evaluated at u₁, u₁ + 1 and u₁ − 1. The line `linear_combination h1 + h2 - 2 * h0` is the second difference: the constants a and b cancel, and C₁ = C₂ remains. For the other direction, the proof names the intercept and the slope explicitly. The intercept contains the extra term −C₂(u₂ − u₁)u₁ because the line is written in U and not in U − u₁.

## Recovering the fixed-charge energy

`isGreatest_grandEnergy_add` mirrors the proof of the minimum. Attainment is shown at the potential `s.u + q / s.C`, where the closed form of the grand energy reduces the claim to algebra. The upper bound needs no new square: the lower-bound half of `isLeast_openEnergy`, applied to the given charge q, says that Ω(U) ≤ E(q) − qU, and `linarith` moves qU to the other side.
